# Biquadratic exchange between two spin-1 sites breaks the Landé relation whenever j ≠ 0

Q: Take two spin-1 sites with spin operators S1 and S2, coupled only by H = -(S1·S2)². For total spin 2, 1 and 0 the product S1·S2 has the values 1, -1 and -2, so the energies are -1, -1 and -4. Squaring has merged the quintet with the triplet and left the singlet 3 below. A Landé pattern would need the first gap to be twice the second, and 0 is not twice -3. What happens when ordinary exchange is present too?

A: The same mechanism acts. Let J and j be real and put

H = -2J S1·S2 - j (S1·S2)².

J is the bilinear exchange coupling; in this sign convention a positive J with j = 0 puts the quintet lowest. The constant j is the biquadratic coupling. It can arise from higher-order exchange processes when each site is reduced to its spin, but here it is a free real parameter. With ħ = 1, each site has S1² = S2² = 1·2 = 2, so

(S1 + S2)² = S1² + S2² + 2 S1·S2 = 4 + 2 S1·S2.

On a state of total spin S the left side is S(S+1), hence S1·S2 has the value

x = (S(S+1) - 4)/2,

which is 1, -1, -2 for S = 2, 1, 0. The energy is -2Jx - jx²:

E(2) = -2J - j
E(1) = 2J - j
E(0) = 4J - 4j.

The gaps are

E(1) - E(2) = 4J
E(0) - E(1) = 2J - 3j.

The Landé relation E(1) - E(2) = 2(E(0) - E(1)) therefore reads 4J = 4J - 6j, which holds exactly when j = 0. By "Landé relation" I mean this one equation for two spin-1 sites, not the interval rule for general spins.

Q: I accept the algebra. I doubt that the formal matrices are spins at all. Where is the diagonal Sz?

A: The basis is Cartesian: the indices 0, 1, 2 stand for |x⟩, |y⟩, |z⟩ (inside a ket these letters name axes and are unrelated to the value x of S1·S2), and the component Sₑ has the entry -i ε(e,a,c) in row a and column c, with ε the antisymmetric symbol. `Pair` labels the nine product states.

```lean
import Mathlib

open Matrix Complex
open scoped Kronecker

namespace BiquadraticExchange

noncomputable section

/-- The index set of product states of two spin-1 sites. -/
abbrev Pair := Fin 3 × Fin 3

/-- The x component of a spin 1 in the Cartesian basis. -/
def Sx : Matrix (Fin 3) (Fin 3) ℂ := !![0, 0, 0; 0, 0, -I; 0, I, 0]

/-- The y component of a spin 1 in the Cartesian basis. -/
def Sy : Matrix (Fin 3) (Fin 3) ℂ := !![0, 0, I; 0, 0, 0; -I, 0, 0]

/-- The z component of a spin 1 in the Cartesian basis. -/
def Sz : Matrix (Fin 3) (Fin 3) ℂ := !![0, -I, 0; I, 0, 0; 0, 0, 0]
```

Q: And the two-site operators?

A: They are Kronecker products. `spinDot` is S1·S2, `total A` is A on the first site plus A on the second, and `totalSpinSq` is the sum of the squares of the three total components. The Hamiltonian has real parameters and no further terms: no single-ion anisotropy, no magnetic field, no third site.

```lean
/-- The scalar product S1·S2 of the two site spins. -/
def spinDot : Matrix Pair Pair ℂ := Sx ⊗ₖ Sx + Sy ⊗ₖ Sy + Sz ⊗ₖ Sz

/-- The sum of a one-site operator over the two sites. -/
def total (A : Matrix (Fin 3) (Fin 3) ℂ) : Matrix Pair Pair ℂ :=
  A ⊗ₖ (1 : Matrix (Fin 3) (Fin 3) ℂ) + (1 : Matrix (Fin 3) (Fin 3) ℂ) ⊗ₖ A

/-- The square of the total spin S1 + S2. -/
def totalSpinSq : Matrix Pair Pair ℂ :=
  total Sx * total Sx + total Sy * total Sy + total Sz * total Sz

/-- The Hamiltonian -2J S1·S2 - j (S1·S2)². -/
def hamiltonian (J j : ℝ) : Matrix Pair Pair ℂ :=
  (-2 * J : ℂ) • spinDot - (j : ℂ) • (spinDot * spinDot)
```

Q: Then who decides which energy belongs to the triplet? If the labels are inserted by hand, the Landé statement is only arithmetic.

A: The state decides. `IsLevel J j S E` requires one nonzero vector that is an eigenvector of the total spin squared, with eigenvalue S(S+1), and of H, with eigenvalue E.

```lean
/-- `E` is the energy of some nonzero eigenstate with total spin `S`. -/
def IsLevel (J j : ℝ) (S : ℕ) (E : ℝ) : Prop :=
  ∃ ψ : Pair → ℂ, ψ ≠ 0 ∧ totalSpinSq *ᵥ ψ = ((S : ℂ) * (S + 1)) • ψ ∧
    hamiltonian J j *ᵥ ψ = (E : ℂ) • ψ
```

A different model would define E(S) directly by the formula in x. The Landé criterion would then be the same short calculation, but it would say nothing about the eigenstates of a matrix. Here the formula has to be derived.

Q: Show me that the matrices deserve their names, and what S1·S2 does in this basis.

A: The first theorem below checks, entry by entry, the commutation relations and Sx² + Sy² + Sz² = 2. For the second, use the product rule for ε:

⟨ab|S1·S2|cd⟩ = -Σₑ ε(e,a,c) ε(e,b,d) = δ(a,d) δ(b,c) - δ(a,b) δ(c,d).

Applied to a pair amplitude ψ(a,b), this gives

(S1·S2 ψ)(a,b) = ψ(b,a) - δ(a,b) Σ꜀ ψ(c,c).

Thus a symmetric traceless amplitude is multiplied by 1 and an antisymmetric one by -1. The identity amplitude is multiplied by 1 - 3 = -2. These three kinds span spaces of dimension 5, 3 and 1. Lean runs through the index cases for the matrix elements, then sums them against ψ.

```lean
/-- The site matrices obey the angular momentum commutation relations, and their
squares add up to 2. -/
theorem spin_one_algebra :
    Sx * Sy - Sy * Sx = I • Sz ∧ Sy * Sz - Sz * Sy = I • Sx ∧
    Sz * Sx - Sx * Sz = I • Sy ∧
    Sx * Sx + Sy * Sy + Sz * Sz = (2 : ℂ) • (1 : Matrix (Fin 3) (Fin 3) ℂ) := by
  refine ⟨?_, ?_, ?_, ?_⟩ <;> ext i k <;> fin_cases i <;> fin_cases k <;>
    simp [Sx, Sy, Sz] <;> norm_num

/-- In the Cartesian basis S1·S2 is the exchange of the two sites minus a pairing term. -/
theorem spinDot_apply (a b c d : Fin 3) : spinDot (a, b) (c, d) =
    (if a = d ∧ b = c then 1 else 0) - (if a = b ∧ c = d then 1 else 0) := by
  fin_cases a <;> fin_cases b <;> fin_cases c <;> fin_cases d <;>
    simp [spinDot, Sx, Sy, Sz]

/-- S1·S2 transposes the pair amplitude and subtracts its trace on the diagonal. -/
theorem spinDot_mulVec (ψ : Pair → ℂ) (a b : Fin 3) : (spinDot *ᵥ ψ) (a, b) =
    ψ (b, a) - if a = b then ψ (0, 0) + ψ (1, 1) + ψ (2, 2) else 0 := by
  simp only [Matrix.mulVec, dotProduct, Fintype.sum_prod_type, spinDot_apply]
  fin_cases a <;> fin_cases b <;> simp [Fin.sum_univ_three] <;> ring
```

Q: Does the proof also obtain the total spin as you did?

A: Yes. For each component A, the auxiliary fact `sq` is the expansion

(A⊗1 + 1⊗A)² = A²⊗1 + 1⊗A² + 2 A⊗A.

Summing over the components, the one-site squares contribute 2 from each site, and the cross terms give 2 S1·S2. The lemma after it applies S1·S2 twice to an eigenvector with value x and reads off the energy.

```lean
/-- The square of the total spin equals 4 + 2 S1·S2. -/
theorem totalSpinSq_eq : totalSpinSq = (4 : ℂ) • 1 + (2 : ℂ) • spinDot := by
  have sq (A : Matrix (Fin 3) (Fin 3) ℂ) : total A * total A =
      total (A * A) + (2 : ℂ) • (A ⊗ₖ A) := by
    simp only [total, add_mul, mul_add, ← Matrix.mul_kronecker_mul, one_mul, mul_one]
    module
  have hadd (A B : Matrix (Fin 3) (Fin 3) ℂ) : total (A + B) = total A + total B := by
    simp only [total, Matrix.add_kronecker, Matrix.kronecker_add]
    abel
  -- the one-site squares add up to 2 on each site
  have h : total (Sx * Sx) + total (Sy * Sy) + total (Sz * Sz) = (4 : ℂ) • 1 := by
    rw [← hadd, ← hadd, spin_one_algebra.2.2.2]
    simp only [total, Matrix.smul_kronecker, Matrix.kronecker_smul,
      Matrix.one_kronecker_one]
    module
  rw [totalSpinSq, sq, sq, sq, ← h, spinDot]
  module

/-- An eigenstate of S1·S2 with value x has energy -2Jx - jx². -/
theorem hamiltonian_mulVec (J j : ℝ) {ψ : Pair → ℂ} {x : ℂ}
    (h : spinDot *ᵥ ψ = x • ψ) :
    hamiltonian J j *ᵥ ψ = (-2 * J * x - j * x ^ 2) • ψ := by
  rw [hamiltonian, Matrix.sub_mulVec, Matrix.smul_mulVec, Matrix.smul_mulVec,
    ← Matrix.mulVec_mulVec, h, Matrix.mulVec_smul, h]
  module
```

Q: Now the levels. Does the theorem say that these energies occur, or only that nothing else can?

A: Both, since each of its three parts is an equivalence. The step `fwd` starts from a state of total spin S, solves the total-spin equation for S1·S2, and compares the two expressions for Hψ at a component where ψ is nonzero. That forces the energy.

The step `bwd` starts from an explicit eigenstate of S1·S2. The vectors in the code are unnormalised; normalised, they are

S = 2: (|xy⟩ + |yx⟩)/√2
S = 1: (|xy⟩ - |yx⟩)/√2
S = 0: (|xx⟩ + |yy⟩ + |zz⟩)/√3.

The formula for S1·S2 on amplitudes confirms their values 1, -1 and -2.

```lean
/-- The levels of total spin 2, 1 and 0 are -2J-j, 2J-j and 4J-4j respectively. -/
theorem isLevel_iff (J j E : ℝ) :
    (IsLevel J j 2 E ↔ E = -2 * J - j) ∧ (IsLevel J j 1 E ↔ E = 2 * J - j) ∧
    (IsLevel J j 0 E ↔ E = 4 * J - 4 * j) := by
  -- total spin fixes S1·S2, hence the energy
  have fwd (S : ℕ) (x : ℝ) (hS : (S : ℂ) * (S + 1) = 4 + 2 * x)
      (h : IsLevel J j S E) : E = -2 * J * x - j * x ^ 2 := by
    obtain ⟨ψ, h0, hT, hH⟩ := h
    rw [totalSpinSq_eq, Matrix.add_mulVec, Matrix.smul_mulVec, Matrix.smul_mulVec,
      Matrix.one_mulVec, hS] at hT
    have hx : spinDot *ᵥ ψ = (x : ℂ) • ψ := by
      linear_combination (norm := module) (1 / 2 : ℂ) • hT
    rw [hamiltonian_mulVec J j hx] at hH
    obtain ⟨i, hi⟩ := Function.ne_iff.mp h0
    have e := mul_right_cancel₀ hi (congrFun hH i)
    exact_mod_cast e.symm
  -- conversely an eigenstate of S1·S2 realises the level
  have bwd (S : ℕ) (x : ℝ) (hS : (S : ℂ) * (S + 1) = 4 + 2 * x) (ψ : Pair → ℂ)
      (h0 : ψ ≠ 0) (hx : spinDot *ᵥ ψ = (x : ℂ) • ψ)
      (hE : E = -2 * J * x - j * x ^ 2) : IsLevel J j S E := by
    refine ⟨ψ, h0, ?_, ?_⟩
    · rw [totalSpinSq_eq, Matrix.add_mulVec, Matrix.smul_mulVec, Matrix.smul_mulVec,
        Matrix.one_mulVec, hS, hx]
      module
    · rw [hamiltonian_mulVec J j hx, hE]
      push_cast
      rfl
  refine ⟨⟨fun h => ?_, fun h => ?_⟩, ⟨fun h => ?_, fun h => ?_⟩,
    ⟨fun h => ?_, fun h => ?_⟩⟩
  · linear_combination fwd 2 1 (by norm_num) h
  · refine bwd 2 1 (by norm_num) (fun p => !![0, 1, 0; 1, 0, 0; 0, 0, 0] p.1 p.2)
      (fun h => by simpa using congrFun h (0, 1)) ?_ (by linear_combination h)
    ext ⟨a, b⟩
    rw [spinDot_mulVec]
    fin_cases a <;> fin_cases b <;> simp
  · linear_combination fwd 1 (-1) (by norm_num) h
  · refine bwd 1 (-1) (by norm_num) (fun p => !![0, 1, 0; -1, 0, 0; 0, 0, 0] p.1 p.2)
      (fun h => by simpa using congrFun h (0, 1)) ?_ (by linear_combination h)
    ext ⟨a, b⟩
    rw [spinDot_mulVec]
    fin_cases a <;> fin_cases b <;> simp
  · linear_combination fwd 0 (-2) (by norm_num) h
  · refine bwd 0 (-2) (by norm_num) (fun p => !![1, 0, 0; 0, 1, 0; 0, 0, 1] p.1 p.2)
      (fun h => by simpa using congrFun h (0, 0)) ?_ (by linear_combination h)
    ext ⟨a, b⟩
    rw [spinDot_mulVec]
    fin_cases a <;> fin_cases b <;> simp <;> norm_num
```

Q: So the Landé theorem takes any three energies that pass this test?

A: Yes. E₀, E₁ and E₂ are arbitrary real numbers, with the hypotheses that they are levels of total spin 0, 1 and 2 for the same J and j. The proof substitutes the three formulas and compares the gaps by linear arithmetic.

```lean
/-- The levels of total spin 2, 1, 0 obey the Landé relation
E(1) - E(2) = 2 (E(0) - E(1)) exactly when the biquadratic coupling j vanishes. -/
theorem lande_iff {J j E₀ E₁ E₂ : ℝ} (h₀ : IsLevel J j 0 E₀) (h₁ : IsLevel J j 1 E₁)
    (h₂ : IsLevel J j 2 E₂) : E₁ - E₂ = 2 * (E₀ - E₁) ↔ j = 0 := by
  rw [(isLevel_iff J j E₀).2.2.1 h₀, (isLevel_iff J j E₁).2.1.1 h₁,
    (isLevel_iff J j E₂).1.1 h₂]
  constructor <;> intro h <;> linarith
```

Q: Do you need all three hypotheses?

A: Yes. If any one of them is dropped, the equivalence fails, because the energy left free can be chosen to satisfy the relation even when j ≠ 0. For the hypothesis on E₀, take J = 0 and j = 1, so that E₁ = E₂ = -1, and choose E₀ = -1. The relation reads 0 = 0, although j is not zero. The true singlet energy is -4, and it is the hypothesis `h₀` that enforces it.

Q: `IsLevel` asks for one state. Where are the multiplicities 5, 3 and 1?

A: In the secular determinant, for every complex t:

det(t - H) = (t + 2J + j)⁵ (t - 2J + j)³ (t - 4J + 4j).

By hand, choose a basis of nine amplitudes: five symmetric traceless, three antisymmetric and the identity. Let P have them as columns, and let D be the diagonal matrix of their values x. Then S1·S2 P = P D, and therefore

(t - H) P = P (t + 2J D + j D²).

Take determinants and cancel det P, which is nonzero. The diagonal entries t + 2Jx + jx² give the first factor five times, the second three times and the third once.

The file does this with integers. `dotInt` is S1·S2, `dotValue` lists the nine values, and `coupled` is P. The columns need not be orthonormal; two of them are |yy⟩ - |xx⟩ and |zz⟩ - |xx⟩, which overlap. `coupledDual` is six times the inverse of P, so it avoids fractions.

```lean
/-- The matrix of S1·S2 with integer entries. -/
def dotInt : Matrix Pair Pair ℤ := fun p q =>
  (if p.1 = q.2 ∧ p.2 = q.1 then 1 else 0) - (if p.1 = p.2 ∧ q.1 = q.2 then 1 else 0)

/-- The values of S1·S2 on the nine coupled states. -/
def dotValue (k : Pair) : ℤ := !![-2, 1, 1; -1, 1, 1; -1, -1, 1] k.1 k.2

/-- The nine coupled states as columns: symmetric traceless, antisymmetric and identity
amplitudes. -/
def coupled : Matrix Pair Pair ℤ := fun p k =>
  if k = (0, 0) then (if p.1 = p.2 then 1 else 0)
  else if k.1 = k.2 then (if p = k then 1 else 0) - (if p = (0, 0) then 1 else 0)
  else (if p = k then 1 else 0) + dotValue k * (if p = k.swap then 1 else 0)

/-- Six times the matrix of coordinates with respect to the coupled states. -/
def coupledDual : Matrix Pair Pair ℤ := fun k p =>
  if k = (0, 0) then (if p.1 = p.2 then 2 else 0)
  else if k.1 = k.2 then (if p = k then 6 else 0) - (if p.1 = p.2 then 2 else 0)
  else (if p = k then 3 else 0) + dotValue k * (if p = k.swap then 3 else 0)
```

Q: How does the proof know that P is invertible?

A: The kernel evaluates the integer product of `coupled` and `coupledDual` and finds six times the identity. If det P were zero, the determinant of that product would vanish, but it is 6⁹. The integer form of S1·S2 P = P D and the fact that det P is nonzero are then carried over to the complex numbers, `key` is the displayed equation for (t - H) P, and the last lines cancel det P and multiply out the nine factors.

```lean
/-- The secular determinant of the Hamiltonian has the roots -2J-j, 2J-j and 4J-4j
with exponents 5, 3 and 1. -/
theorem secular_determinant (J j : ℝ) (t : ℂ) :
    (t • (1 : Matrix Pair Pair ℂ) - hamiltonian J j).det =
      (t - (-2 * J - j)) ^ 5 * (t - (2 * J - j)) ^ 3 * (t - (4 * J - 4 * j)) := by
  have hXP : dotInt * coupled = coupled * diagonal dotValue := by
    ext i k
    revert i k
    decide +kernel
  have hentry : ∀ i k : Pair,
      (coupled * coupledDual) i k = (if i = k then (6 : ℤ) else 0) := by
    decide +kernel
  have hPQ : coupled * coupledDual = diagonal (fun _ : Pair => (6 : ℤ)) := by
    ext i k
    rw [hentry, Matrix.diagonal_apply]
  -- the coupled states are linearly independent
  have hdet : coupled.det ≠ 0 := by
    intro h0
    have h := congrArg Matrix.det hPQ
    rw [Matrix.det_mul, h0, zero_mul, Matrix.det_diagonal] at h
    simp at h
  let f := Int.castRingHom ℂ
  let P : Matrix Pair Pair ℂ := f.mapMatrix coupled
  let D : Matrix Pair Pair ℂ := diagonal (fun k => (dotValue k : ℂ))
  have hP : P.det ≠ 0 := by
    have e : P.det = f coupled.det := (RingHom.map_det f coupled).symm
    rw [e]
    exact Int.cast_ne_zero.mpr hdet
  have hX : spinDot = f.mapMatrix dotInt := by
    ext ⟨a, b⟩ ⟨c, d⟩
    rw [spinDot_apply]
    simp [dotInt, f]
  have hD : f.mapMatrix (diagonal dotValue) = D := by
    ext i k
    by_cases h : i = k
    · subst h
      simp [D, f]
    · simp [D, f, Matrix.diagonal_apply_ne _ h]
  have h1 : spinDot * P = P * D := by
    rw [hX, ← hD, ← map_mul, hXP, map_mul]
  have h2 : spinDot * spinDot * P = P * (D * D) := by
    rw [mul_assoc, h1, ← mul_assoc, h1, mul_assoc]
  have hdiag : diagonal (fun k => t + 2 * J * (dotValue k : ℂ) + j * (dotValue k : ℂ) ^ 2)
      = t • (1 : Matrix Pair Pair ℂ) + (2 * J : ℂ) • D + (j : ℂ) • (D * D) := by
    ext i k
    by_cases h : i = k
    · subst h
      simp [D, Matrix.diagonal_mul_diagonal, pow_two]
    · simp [D, Matrix.diagonal_mul_diagonal, Matrix.diagonal_apply_ne _ h,
        Matrix.one_apply_ne h]
  -- the secular matrix is diagonal in the coupled basis
  have key : (t • (1 : Matrix Pair Pair ℂ) - hamiltonian J j) * P = P *
      diagonal (fun k => t + 2 * J * (dotValue k : ℂ) + j * (dotValue k : ℂ) ^ 2) := by
    rw [hdiag]
    simp only [hamiltonian, sub_mul, mul_add, smul_mul_assoc, mul_smul_comm, h1, h2,
      one_mul, mul_one]
    module
  have h := congrArg Matrix.det key
  rw [Matrix.det_mul, Matrix.det_mul, Matrix.det_diagonal] at h
  rw [mul_left_cancel₀ hP ((mul_comm _ _).trans h)]
  simp [Fintype.prod_prod_type, Fin.prod_univ_three, dotValue,
    -mul_eq_mul_left_iff, -mul_eq_mul_right_iff]
  ring

end

end BiquadraticExchange
```

```lean
#print axioms BiquadraticExchange.spinDot_apply
#print axioms BiquadraticExchange.lande_iff
#print axioms BiquadraticExchange.secular_determinant
```

```
'BiquadraticExchange.spinDot_apply' depends on axioms: [propext, Classical.choice, Quot.sound]
'BiquadraticExchange.lande_iff' depends on axioms: [propext, Classical.choice, Quot.sound]
'BiquadraticExchange.secular_determinant' depends on axioms: [propext, Classical.choice, Quot.sound]
```

Q: What if two of the roots coincide, as in my example with J = 0?

A: The factorisation still holds, and the exponents add: -j then has multiplicity 8 if j ≠ 0. The determinant carries no spin labels, so for the assignment of energies to total spins you read `isLevel_iff`.

Q: And what does this mean for a spin-flip calculation?

A: Here I mean a calculation that starts from the quintet state with total Sz = 2 and flips one electron spin. The resulting states have total Sz = 1, so they contain no singlet component; within the two-site model they are combinations of quintet and triplet states. Diagonalising H among them gives the gap between quintet and triplet, but no singlet energy. In this isotropic two-site model, the quintet–triplet gap is 4J whatever j is, so that gap alone cannot reveal a biquadratic term. A singlet energy extrapolated from it by the Landé relation would be E(1) + 2J, which equals the model's actual singlet energy plus 3j: too high for positive j, too low for negative j. The values of J and j for a real molecule, and whether these two constants suffice to describe it, have to come from elsewhere.
